# Roth's formula for the g factor of an s band coupled to spin-orbit-split p states

## Two orbitals and one spin

Let a spin-up s electron make virtual transitions into two orbitals, $x$ and $y$. Its kinetic momenta are $p_x, p_y$, and the inverse energy denominator of the two orbitals is

$$G=\begin{pmatrix}u&-iv\\ iv&u\end{pmatrix}.$$

With the constant factor from the s-p coupling set to one, the resulting second-order term is

$$\sum_{a,b}p_aG_{ab}p_b=u(p_x^2+p_y^2)-iv\,[p_x,p_y].$$

For commuting momenta the antisymmetric part of $G$ drops out. For an electron of charge $-e$ in a magnetic field $B$ along $z$, $[p_x,p_y]=-ib$ with $b=\hbar eB$, and the antisymmetric part leaves the energy shift $-vb$. (As a subscript, $b$ is always an orbital index; elsewhere it is this field.) Spin-orbit coupling gives $v$ the opposite sign for spin down, so the shift becomes $-vb\,\sigma_z$, a change of the g factor.

## The model

The full model has three p orbitals with spin one half. The orbital angular momentum is $(L_c)_{ab}=-i\epsilon_{cab}$ in units of $\hbar$, and $S_c=\sigma_c/2$ with Pauli matrices $\sigma_c$. Write $X=L\cdot S$ and

$$M=E+\tfrac D3(1-2X).$$

Here $E$ is the gap from the s band edge down to the $j=3/2$ p states, and $D$ is the spin-orbit splitting that puts the $j=1/2$ states a further $D$ below.

The Kane energy $E_P$ measures the squared momentum matrix element between s and p states. With $m$ the free mass, the s-band Hamiltonian times $2m$ is taken to be

$$p^2+b\sigma_z+E_P\sum_{a,b}p_a(M^{-1})_{ab}p_b .$$

This second-order form is the starting point; it is not derived here from a multiband Hamiltonian.

## What is stated

For complex $E$ and $D$, $M$ is invertible exactly when $E\ne0$ and $E+D\ne0$, which includes all positive $E,D$. Under these conditions

$$(M^{-1})_{xy}-(M^{-1})_{yx}=-i\sigma_z\frac{2D}{3E(E+D)},$$

where each term on the left is a $2\times2$ spin block. In a uniform field along $z$, the s band then obeys a Pauli Hamiltonian with

$$g=2-\frac{2E_PD}{3E(E+D)},\qquad \frac m{m^*}=1+\frac{E_P}{3}\Big(\frac2E+\frac1{E+D}\Big),$$

where $m^*$ is the effective mass.

In electronic structure, this is the estimate of a conduction-band g factor in a non-interacting model with one s band and one set of p states. Remote bands, the energy dependence of the denominator, and the field's action within the p states are left out.

## Derivation

For $l=1$ and spin one half, $X=\tfrac12[j(j+1)-2-\tfrac34]$ equals $\tfrac12$ for $j=3/2$ and $-1$ for $j=1/2$. Hence $(X-\tfrac12)(X+1)=0$, or

$$X^2=\tfrac12-\tfrac12X.$$

It follows that $(1-2X)^2=3(1-2X)$ and $(1-2X)(1+X)=0$, so

$$M(1-2X)=(E+D)(1-2X),\qquad M(1+X)=E(1+X).$$

Neither $1-2X$ nor $1+X$ is zero, so $M$ is singular if $E+D=0$ or $E=0$.

Otherwise, try $M^{-1}=\alpha+\beta X$. On the two levels this requires $\alpha+\beta/2=1/E$ and $\alpha-\beta=1/(E+D)$, with the solution

$$\alpha=\frac13\Big(\frac2E+\frac1{E+D}\Big),\qquad \beta=\frac{2D}{3E(E+D)}.$$

Only $L_z$ connects $x$ and $y$, so the $xy$ block is $-i\beta\sigma_z/2$ and the $yx$ block is $+i\beta\sigma_z/2$. Their difference is $-i\beta\sigma_z$.

For the folded term, the part $\alpha$ gives $\alpha p^2$, and the antisymmetry of $\epsilon_{cab}$ collects the rest into commutators:

$$\sum_{a,b}p_a(M^{-1})_{ab}p_b=\alpha p^2-\frac{i\beta}2\big(\sigma_x[p_y,p_z]+\sigma_y[p_z,p_x]+\sigma_z[p_x,p_y]\big).$$

In the field only the last commutator survives, and $(-i\beta/2)(-ib)=-\beta b/2$. Multiplying by $E_P$ and adding $p^2+b\sigma_z$ gives

$$(1+E_P\alpha)p^2+\tfrac12(2-E_P\beta)\,b\sigma_z,$$

from which $g$ and $m/m^*$ are read off.

## Numbers for equal gap and splitting

Take $E=D=1$ and $E_P=12$ in a common energy unit. Then $\alpha=5/6$ and $\beta=1/3$. As a check, $\alpha+\beta/2=1$ and $\alpha-\beta=1/2$, the inverses of the two levels 1 and 2. The block difference is $-i\sigma_z/3$, the g factor is $2-12/3=-2$, and $m/m^*=1+10=11$. The p states have reversed the sign of $g$.

## The Lean file

```lean
import Mathlib

open Matrix Complex
open scoped Kronecker

namespace RothGFactor

noncomputable section

/-- Orbital angular momentum (in units of ħ) on the Cartesian p orbitals x, y, z:
`(L_c)_ab = -i ε_cab`. -/
def orbL : Fin 3 → Matrix (Fin 3) (Fin 3) ℂ :=
  ![!![0, 0, 0; 0, 0, -I; 0, I, 0],
    !![0, 0, I; 0, 0, 0; -I, 0, 0],
    !![0, -I, 0; I, 0, 0; 0, 0, 0]]

/-- The three Pauli matrices. -/
def pauli : Fin 3 → Matrix (Fin 2) (Fin 2) ℂ :=
  ![!![0, 1; 1, 0], !![0, -I; I, 0], !![1, 0; 0, -1]]

/-- The spin-orbit operator `L·S` on p orbitals tensor spin one half, with `S = σ/2`. -/
def spinOrbit : Matrix (Fin 3 × Fin 2) (Fin 3 × Fin 2) ℂ :=
  ∑ c, orbL c ⊗ₖ ((1 / 2 : ℂ) • pauli c)

/-- The energy denominator `M = E + (D/3)(1 - 2 L·S)` of the p states, with gap `E` and
spin-orbit splitting `D`. -/
def gapMatrix (E D : ℂ) : Matrix (Fin 3 × Fin 2) (Fin 3 × Fin 2) ℂ :=
  E • 1 + (D / 3) • (1 - (2 : ℂ) • spinOrbit)

/-- The 2 × 2 spin block of an operator between the orbitals `a` and `b`. -/
def spinBlock (A : Matrix (Fin 3 × Fin 2) (Fin 3 × Fin 2) ℂ) (a b : Fin 3) :
    Matrix (Fin 2) (Fin 2) ℂ :=
  Matrix.of fun s t => A (a, s) (b, t)

/-- Matrix elements of `L·S` in the product basis. -/
theorem spinOrbit_apply (a b : Fin 3) (s t : Fin 2) :
    spinOrbit (a, s) (b, t) = (1 / 2) * ∑ c, orbL c a b * pauli c s t := by
  simp only [spinOrbit, Matrix.sum_apply, Matrix.kroneckerMap_apply, Matrix.smul_apply,
    smul_eq_mul, Finset.mul_sum]
  exact Finset.sum_congr rfl fun c _ => by ring

/-- On p orbitals with spin one half, `(L·S)² = 1/2 - (L·S)/2`. -/
theorem spinOrbit_sq :
    spinOrbit * spinOrbit = (1 / 2 : ℂ) • 1 - (1 / 2 : ℂ) • spinOrbit := by
  ext ⟨a, s⟩ ⟨b, t⟩
  simp only [Matrix.mul_apply, Fintype.sum_prod_type, Matrix.sub_apply, Matrix.smul_apply,
    spinOrbit_apply, Fin.sum_univ_three, Fin.sum_univ_two]
  fin_cases a <;> fin_cases s <;> fin_cases b <;> fin_cases t <;>
    simp [orbL, pauli, Complex.ext_iff] <;> norm_num

/-- `M` acts as `E + D` on the range of `1 - 2 L·S` and as `E` on the range of `1 + L·S`. -/
theorem gapMatrix_levels (E D : ℂ) :
    gapMatrix E D * (1 - (2 : ℂ) • spinOrbit) = (E + D) • (1 - (2 : ℂ) • spinOrbit) ∧
    gapMatrix E D * (1 + spinOrbit) = E • (1 + spinOrbit) := by
  constructor <;>
    simp only [gapMatrix, add_mul, mul_add, sub_mul, mul_sub, smul_mul_assoc,
      mul_smul_comm, one_mul, mul_one, spinOrbit_sq] <;> module

/-- The inverse of `M` in closed form, for `E ≠ 0` and `E + D ≠ 0`. -/
theorem gapMatrix_inv {E D : ℂ} (hE : E ≠ 0) (hED : E + D ≠ 0) :
    IsUnit (gapMatrix E D) ∧ (gapMatrix E D)⁻¹ =
      ((2 / E + 1 / (E + D)) / 3) • 1 + (2 * D / (3 * E * (E + D))) • spinOrbit := by
  have h : gapMatrix E D * (((2 / E + 1 / (E + D)) / 3) • 1 +
      (2 * D / (3 * E * (E + D))) • spinOrbit) = 1 := by
    simp only [gapMatrix, add_mul, mul_add, sub_mul, smul_mul_assoc,
      mul_smul_comm, one_mul, mul_one, spinOrbit_sq]
    match_scalars <;> field_simp <;> ring
  exact ⟨IsUnit.of_mul_eq_one _ h, Matrix.inv_eq_right_inv h⟩

/-- `M` is invertible exactly when neither `E` nor `E + D` vanishes. -/
theorem gapMatrix_isUnit_iff (E D : ℂ) :
    IsUnit (gapMatrix E D) ↔ E ≠ 0 ∧ E + D ≠ 0 := by
  refine ⟨fun hu => ⟨fun h => ?_, fun h => ?_⟩, fun h => (gapMatrix_inv h.1 h.2).1⟩
  -- a vanishing level would force the corresponding range to be zero
  · have h0 := (gapMatrix_levels E D).2
    rw [h, zero_smul, ← h, hu.mul_right_eq_zero] at h0
    have h1 := congrFun (congrFun h0 (0, 0)) (0, 0)
    simp [spinOrbit_apply, Fin.sum_univ_three, orbL, pauli] at h1
  · have h0 := (gapMatrix_levels E D).1
    rw [h, zero_smul, hu.mul_right_eq_zero] at h0
    have h1 := congrFun (congrFun h0 (0, 0)) (0, 0)
    simp [spinOrbit_apply, Fin.sum_univ_three, orbL, pauli] at h1

/-- Core of Roth's formula: for `E ≠ 0` and `E + D ≠ 0`, `M` is invertible and the xy spin
block of its inverse minus the yx block is `-i σ_z 2D/(3E(E+D))`. -/
theorem roth_core {E D : ℂ} (hE : E ≠ 0) (hED : E + D ≠ 0) :
    IsUnit (gapMatrix E D) ∧
    spinBlock (gapMatrix E D)⁻¹ 0 1 - spinBlock (gapMatrix E D)⁻¹ 1 0 =
      (-I * (2 * D / (3 * E * (E + D)))) • pauli 2 := by
  refine ⟨(gapMatrix_inv hE hED).1, ?_⟩
  ext s t
  simp only [(gapMatrix_inv hE hED).2, spinBlock, Matrix.sub_apply, Matrix.of_apply,
    Matrix.add_apply, Matrix.smul_apply, spinOrbit_apply, Fin.sum_univ_three, smul_eq_mul]
  simp [orbL]
  ring

variable {A : Type*} [Ring A] [Algebra ℂ A]

/-- The p states folded into an s band: the spin matrix `∑ p_a (M⁻¹)_ab p_b` for kinetic
momenta `p`, where `E ≠ 0` and `E + D ≠ 0`. -/
def folded (E D : ℂ) (p : Fin 3 → A) : Matrix (Fin 2) (Fin 2) A :=
  Matrix.of fun s t => ∑ a, ∑ b, (gapMatrix E D)⁻¹ (a, s) (b, t) • (p a * p b)

/-- The Pauli Hamiltonian times twice the free mass, with inverse mass ratio `r`, g factor `g`
and field `b = ħeB` along z: `r p² + (g/2) b σ_z`. -/
def pauliHam (r g b : ℂ) (p : Fin 3 → A) : Matrix (Fin 2) (Fin 2) A :=
  Matrix.of fun s t => (r * (1 : Matrix (Fin 2) (Fin 2) ℂ) s t) • (∑ a, p a * p a) +
    (g / 2 * b * pauli 2 s t) • (1 : A)

/-- Commutators of the kinetic momenta of an electron in a uniform field `b = ħeB` along z. -/
def UniformField (b : ℂ) (p : Fin 3 → A) : Prop :=
  p 0 * p 1 - p 1 * p 0 = (-I * b) • (1 : A) ∧
  p 1 * p 2 - p 2 * p 1 = 0 ∧ p 2 * p 0 - p 0 * p 2 = 0

/-- For `E ≠ 0` and `E + D ≠ 0`, the folded term is a kinetic energy plus Pauli matrices
times the commutators of the momenta. -/
theorem folded_apply {E D : ℂ} (hE : E ≠ 0) (hED : E + D ≠ 0) (p : Fin 3 → A)
    (s t : Fin 2) :
    folded E D p s t =
      ((2 / E + 1 / (E + D)) / 3 * (1 : Matrix (Fin 2) (Fin 2) ℂ) s t) • (∑ a, p a * p a) +
      (-I * (D / (3 * E * (E + D)))) • (pauli 0 s t • (p 1 * p 2 - p 2 * p 1) +
        pauli 1 s t • (p 2 * p 0 - p 0 * p 2) + pauli 2 s t • (p 0 * p 1 - p 1 * p 0)) := by
  simp only [folded, Matrix.of_apply, (gapMatrix_inv hE hED).2, Matrix.add_apply,
    Matrix.smul_apply, spinOrbit_apply, Fin.sum_univ_three, smul_eq_mul]
  simp only [orbL, Matrix.one_apply, Prod.mk.injEq]
  by_cases h : s = t <;> simp [h] <;> module

/-- Roth's formula: in a uniform field, folding in the p states with Kane energy `EP` turns
the free s electron with `g = 2` into one with `g = 2 - 2 EP D/(3E(E+D))` and inverse mass
ratio `1 + (EP/3)(2/E + 1/(E+D))`, for `E ≠ 0` and `E + D ≠ 0`. -/
theorem roth_formula {E D : ℂ} (hE : E ≠ 0) (hED : E + D ≠ 0) (EP b : ℂ)
    {p : Fin 3 → A} (hp : UniformField b p) :
    pauliHam 1 2 b p + EP • folded E D p =
      pauliHam (1 + EP * ((2 / E + 1 / (E + D)) / 3))
        (2 - 2 * EP * (D / (3 * E * (E + D)))) b p := by
  obtain ⟨h1, h2, h3⟩ := hp
  ext s t
  rw [Matrix.add_apply, Matrix.smul_apply, folded_apply hE hED, h1, h2, h3]
  simp only [pauliHam, Matrix.of_apply, smul_zero, zero_add]
  generalize D / (3 * E * (E + D)) = k
  -- the two factors -i multiply to -1, which leaves a Zeeman term
  have hz : (-I * k) • (pauli 2 s t • ((-I * b) • (1 : A))) =
      (-(k * b * pauli 2 s t)) • (1 : A) := by
    rw [smul_smul, smul_smul]
    congr 1
    linear_combination (k * b * pauli 2 s t) * I_sq
  rw [hz]
  module

/-- The Landau-gauge momenta `-i d/dx`, `ky + b x`, `kz` (with ħ = 1), acting on polynomials
in x, satisfy the commutators of a uniform field `b`. -/
theorem uniformField_witness (b ky kz : ℂ) :
    UniformField (A := Module.End ℂ (Polynomial ℂ)) b
      ![(-I) • Polynomial.derivative,
        ky • 1 + b • LinearMap.mulLeft ℂ (Polynomial.X : Polynomial ℂ), kz • 1] := by
  refine ⟨?_, ?_, ?_⟩ <;> refine LinearMap.ext fun q => ?_ <;>
    simp [Module.End.mul_apply, Polynomial.derivative_mul] <;> module

end

end RothGFactor
```

```lean
#print axioms RothGFactor.gapMatrix_isUnit_iff
#print axioms RothGFactor.roth_core
#print axioms RothGFactor.roth_formula
```

```
'RothGFactor.gapMatrix_isUnit_iff' depends on axioms: [propext, Classical.choice, Quot.sound]
'RothGFactor.roth_core' depends on axioms: [propext, Classical.choice, Quot.sound]
'RothGFactor.roth_formula' depends on axioms: [propext, Classical.choice, Quot.sound]
```

## Reading the formal objects

Orbital indices `0`, `1`, `2` stand for $x,y,z$, and spin indices `0`, `1` for up and down. `spinOrbit` is $X$, `gapMatrix E D` is $M$, and `spinBlock` extracts a spin block.

The momenta are three elements of an arbitrary complex algebra `A`, so they need not commute. No inner product or self-adjointness enters. `UniformField b p` assumes the three commutators of a field along $z$. `pauliHam r g b p` is the Hamiltonian times $2m$, with `r` the inverse mass ratio.

## How the lemmas fit together

`spinOrbit_apply` gives the matrix elements of $X$. `spinOrbit_sq` checks the quadratic relation entry by entry, where the derivation above used the values of $j$. `gapMatrix_levels` expands the two products with $M$ and reduces $X^2$ by that relation.

`gapMatrix_inv` multiplies $M$ by the proposed inverse; `match_scalars` compares the coefficients of $1$ and $X$, and `field_simp` with `ring` settles them. For the converse, `gapMatrix_isUnit_iff` observes that an invertible $M$ with a vanishing level would force $1+X$ or $1-2X$ to be zero, although each has a diagonal entry equal to 1.

`roth_core` reads the block difference from the closed inverse. `folded_apply` separates the kinetic and commutator parts, treating equal and unequal spin indices in turn. `roth_formula` inserts the field's commutators; its step `hz` is the product of the two factors $-i$, and `module` collects the terms.

`uniformField_witness` shows that the commutators can be realised for every $b$, by Landau-gauge momenta acting on polynomials in $x$. Finite matrices of nonzero size would not do for $b\ne0$, because the trace of a commutator vanishes.
